# Matrix sign iteration in a non-orthogonal basis yields the density matrix when μ is not an orbital energy

Let $H$ be the effective one-electron Hamiltonian matrix and $S$ the overlap matrix in a finite basis. If the real chemical potential $\mu$ differs from every orbital energy $E_i$, the iteration

$$X_0=S^{-1}H-\mu 1,\qquad X_{k+1}=\tfrac12\left(X_k+X_k^{-1}\right)$$

converges to $1-2PS$, where $P=\sum_{E_i<\mu}C_iC_i^\dagger$ is the density matrix. The orbitals $C_i$ are the columns of a square matrix $C$ with $C^\dagger SC=1$ and $HC=SC\,\mathrm{diag}(E)$.

For a fixed $H$ in a finite basis, this is a way to obtain the density matrix of a Hartree–Fock or Kohn–Sham step without computing orbitals, provided that $\mu$ lies between the highest occupied and the lowest empty orbital energy. The choice of $\mu$ sets the number of electrons. The orbitals enter the proof, not the iteration. Their existence is assumed here; it follows when $H$ is Hermitian and $S$ is positive definite. The self-consistency loop, in which $H$ depends on $P$, remains a separate step.

## The iteration and the density matrix

```lean
import Mathlib

open Matrix Filter Topology

namespace NonorthogonalSignIteration

noncomputable section

variable {n : Type*} [Fintype n] [DecidableEq n]
```

The finite index type `n` labels both basis functions and orbitals, which is why $C$ is square.

```lean
/-- The matrix sign iteration: each step averages the current matrix with its inverse.
It is meant for starting matrices whose iterates are all invertible. -/
def signIter (X : Matrix n n ℂ) : ℕ → Matrix n n ℂ
  | 0 => X
  | k + 1 => (1 / 2 : ℂ) • (signIter X k + (signIter X k)⁻¹)
```

`signIter X k` is $X_k$ for the starting matrix $X$. The two lines give the start and the step from $k$ to $k+1$.

```lean
/-- The same iteration for a single real number, meant for a nonzero start. -/
def scalarIter (x : ℝ) : ℕ → ℝ
  | 0 => x
  | k + 1 => (scalarIter x k + (scalarIter x k)⁻¹) / 2
```

This is the same rule for a real number: $x_{k+1}=(x_k+1/x_k)/2$.

```lean
/-- The density matrix: the sum of `C_i C_iᴴ` over the orbitals (columns of `C`)
with energy below the chemical potential `μ`. -/
def densityMatrix (C : Matrix n n ℂ) (E : n → ℝ) (μ : ℝ) : Matrix n n ℂ :=
  ∑ i with E i < μ, vecMulVec (fun a => C a i) (fun b => star (C b i))
```

`densityMatrix C E μ` is $P$, with entries $P_{ab}=\sum_{E_i<\mu}C_{ai}\overline{C_{bi}}$. Each orbital counts once, so the factor 2 of the closed-shell convention is absent. Occupations are sharp, as at zero temperature. In Lean, `E` is the vector of energies, not the diagonal matrix.

```lean
/-- The matrix `C diag(d) Cᴴ S`, built from orbitals `C`, overlap `S` and one real
number `d i` for each orbital. -/
def orbitalOp (C S : Matrix n n ℂ) (d : n → ℝ) : Matrix n n ℂ :=
  C * diagonal (fun i => (d i : ℂ)) * (Cᴴ * S)
```

Write $A(d)=C\,\mathrm{diag}(d)\,C^\dagger S$ for `orbitalOp C S d`; Lean's `ᴴ` is the dagger. For orthonormal orbitals, $A(d)C_i=d_iC_i$.

## One real number at a time

```lean
/-- Started from a nonzero real number, the scalar iteration never hits zero and converges
to the sign of its starting value. -/
theorem scalarIter_tendsto {x : ℝ} (hx : x ≠ 0) :
    (∀ k, scalarIter x k ≠ 0) ∧
      Tendsto (scalarIter x) atTop (𝓝 (if x < 0 then -1 else 1)) := by
  have pos : ∀ y : ℝ, 0 < y →
      (∀ k, 0 < scalarIter y k) ∧ Tendsto (scalarIter y) atTop (𝓝 1) := by
    intro y hy
    have hp : ∀ k, 0 < scalarIter y k := by
      intro k
      induction k with
      | zero => exact hy
      | succ k ih =>
        have := inv_pos.2 ih
        simp only [scalarIter]
        linarith
    -- after one step the iterates are at least one
    have h1 : ∀ k, 1 ≤ scalarIter y (k + 1) := by
      intro k
      have h := mul_inv_cancel₀ (hp k).ne'
      have hs := mul_nonneg (sq_nonneg (scalarIter y k - 1)) (inv_pos.2 (hp k)).le
      have e : (scalarIter y k - 1) ^ 2 * (scalarIter y k)⁻¹
          = scalarIter y k - 2 + (scalarIter y k)⁻¹ := by
        linear_combination (scalarIter y k - 2) * h
      simp only [scalarIter]
      linarith
    -- from then on the distance to one is at least halved
    have h2 : ∀ k, scalarIter y (k + 1) ≤ 1 + (1 / 2) ^ k * (scalarIter y 1 - 1) := by
      intro k
      induction k with
      | zero => simp
      | succ k ih =>
        have hi : (scalarIter y (k + 1))⁻¹ ≤ 1 := inv_le_one_of_one_le₀ (h1 k)
        have e : scalarIter y (k + 1 + 1)
            = (scalarIter y (k + 1) + (scalarIter y (k + 1))⁻¹) / 2 := rfl
        rw [e, pow_succ]
        linarith
    have hup : Tendsto (fun k : ℕ => 1 + (1 / 2 : ℝ) ^ k * (scalarIter y 1 - 1))
        atTop (𝓝 1) := by
      have h := ((tendsto_pow_atTop_nhds_zero_of_lt_one (r := (1 / 2 : ℝ))
        (by norm_num) (by norm_num)).mul_const (scalarIter y 1 - 1)).const_add 1
      rwa [zero_mul, add_zero] at h
    exact ⟨hp, (tendsto_add_atTop_iff_nat 1).1
      (tendsto_of_tendsto_of_tendsto_of_le_of_le tendsto_const_nhds hup h1 h2)⟩
  -- the iteration is odd in its starting value
  have hneg : ∀ k, scalarIter x k = -scalarIter (-x) k := by
    intro k
    induction k with
    | zero => simp [scalarIter]
    | succ k ih =>
      simp only [scalarIter]
      rw [ih, inv_neg]
      ring
  rcases lt_or_gt_of_ne hx with h | h
  · obtain ⟨p, t⟩ := pos (-x) (by linarith)
    refine ⟨fun k => by rw [hneg k]; exact neg_ne_zero.2 (p k).ne', ?_⟩
    have e : scalarIter x = fun k => -scalarIter (-x) k := funext hneg
    rw [if_pos h, e]
    exact t.neg
  · obtain ⟨p, t⟩ := pos x h
    rw [if_neg (not_lt_of_ge h.le)]
    exact ⟨fun k => (p k).ne', t⟩
```

For $x\neq0$, no iterate vanishes, and $x_k$ tends to $-1$ if $x<0$ and to $1$ otherwise. `Tendsto … atTop (𝓝 a)` means convergence to $a$ as $k\to\infty$.

Take a positive start $y$ and call its iterates $y_k$. They stay positive, and

$$y_{k+1}-1=\frac{(y_k-1)^2}{2y_k}\ge0,$$

so from $k=1$ on they are at least 1. Then $1/y_{k+1}\le1$, which gives

$$y_{k+2}-1\le\tfrac12(y_{k+1}-1),\qquad 1\le y_{k+1}\le1+2^{-k}(y_1-1).$$

Both bounds tend to 1. These are `h1`, `h2` and the squeeze after `hup`. A negative start follows from `hneg`: changing the sign of the start changes the sign of every iterate.

## From numbers to matrices

```lean
/-- For orbitals orthonormal in the overlap metric and nonzero numbers `d i`, the matrix
`C diag(d) Cᴴ S` is inverted by inverting each `d i`. -/
theorem orbitalOp_mul_inv {C S : Matrix n n ℂ} (hC : Cᴴ * S * C = 1)
    {d : n → ℝ} (hd : ∀ i, d i ≠ 0) :
    orbitalOp C S d * orbitalOp C S (fun i => (d i)⁻¹) = 1 := by
  have hD : diagonal (fun i => (d i : ℂ)) * diagonal (fun i => (((d i)⁻¹ : ℝ) : ℂ)) = 1 := by
    rw [diagonal_mul_diagonal, ← diagonal_one]
    congr 1
    funext i
    rw [← Complex.ofReal_mul, mul_inv_cancel₀ (hd i), Complex.ofReal_one]
  unfold orbitalOp
  calc _ = C * (diagonal (fun i => (d i : ℂ)) * ((Cᴴ * S * C) *
        diagonal (fun i => (((d i)⁻¹ : ℝ) : ℂ)))) * (Cᴴ * S) := by
        simp only [Matrix.mul_assoc]
    _ = 1 := by
        rw [hC, Matrix.one_mul, hD, Matrix.mul_one]
        exact mul_eq_one_comm.1 hC
```

If all $d_i\ne0$, then $A(d)A(1/d)=1$. By hand,

$$C\,\mathrm{diag}(d)\,(C^\dagger SC)\,\mathrm{diag}(1/d)\,C^\dagger S=CC^\dagger S=1.$$

The last equality holds because $C^\dagger S$ is a left inverse of the square matrix $C$, hence also a right inverse. Lean takes this from `mul_eq_one_comm`.

```lean
/-- If the orbitals are orthonormal in the overlap metric and solve `H C = S C E`, then `S` is
invertible and `S⁻¹ H - μ` equals `C diag(E - μ) Cᴴ S`. -/
theorem start_eq {C S H : Matrix n n ℂ} {E : n → ℝ} (hC : Cᴴ * S * C = 1)
    (hH : H * C = S * C * diagonal (fun i => (E i : ℂ))) (μ : ℝ) :
    IsUnit S.det ∧
      S⁻¹ * H - (μ : ℂ) • (1 : Matrix n n ℂ) = orbitalOp C S (fun i => E i - μ) := by
  have hW : C * (Cᴴ * S) = 1 := mul_eq_one_comm.1 hC
  have hS : IsUnit S.det := by
    have h := congrArg Matrix.det hC
    rw [Matrix.mul_assoc, det_mul, det_mul S, det_one] at h
    refine isUnit_iff_ne_zero.2 fun h0 => ?_
    rw [h0] at h
    simp at h
  refine ⟨hS, ?_⟩
  have h1 : H = S * orbitalOp C S E := by
    calc H = H * C * (Cᴴ * S) := by rw [Matrix.mul_assoc, hW, Matrix.mul_one]
      _ = S * orbitalOp C S E := by
        rw [hH]
        simp only [orbitalOp, Matrix.mul_assoc]
  have h2 : S⁻¹ * H = orbitalOp C S E := by
    rw [h1, ← Matrix.mul_assoc, nonsing_inv_mul S hS, Matrix.one_mul]
  have hd : diagonal (fun i => ((E i - μ : ℝ) : ℂ))
      = diagonal (fun i => (E i : ℂ)) - (μ : ℂ) • (1 : Matrix n n ℂ) := by
    ext i j
    by_cases h : i = j <;> simp [one_apply, h]
  rw [h2]
  simp only [orbitalOp]
  rw [hd, Matrix.mul_sub, Matrix.sub_mul, Matrix.mul_smul, Matrix.smul_mul,
    Matrix.mul_one, hW]
```

The theorem states that $S$ is invertible (`IsUnit S.det`) and that $X_0=A(E-\mu)$. Taking determinants of $C^\dagger SC=1$ shows $\det S\neq0$. Next,

$$H=HCC^\dagger S=SC\,\mathrm{diag}(E)\,C^\dagger S=S\,A(E),$$

so $S^{-1}H=A(E)$. Subtracting $\mu 1=\mu CC^\dagger S$ shifts each energy by $\mu$.

```lean
/-- For orbitals orthonormal in the overlap metric that solve `H C = S C E`, the determinant
of the starting matrix `S⁻¹ H - μ` is the product of all `E i - μ`. -/
theorem det_start {C S H : Matrix n n ℂ} {E : n → ℝ} (hC : Cᴴ * S * C = 1)
    (hH : H * C = S * C * diagonal (fun i => (E i : ℂ))) (μ : ℝ) :
    (S⁻¹ * H - (μ : ℂ) • (1 : Matrix n n ℂ)).det = ∏ i, ((E i : ℂ) - μ) := by
  have h := congrArg Matrix.det hC
  rw [det_mul, det_one] at h
  rw [(start_eq hC hH μ).2, orbitalOp, det_mul, det_mul C, det_diagonal]
  simp only [Complex.ofReal_sub]
  linear_combination (∏ i, ((E i : ℂ) - μ)) * h
```

The determinant of the start is

$$\det X_0=\det C\,\prod_i(E_i-\mu)\,\det(C^\dagger S)=\prod_i(E_i-\mu),$$

since $\det C\,\det(C^\dagger S)=\det(C^\dagger SC)=1$. Thus $X_0$ is singular exactly when $\mu$ equals an orbital energy.

```lean
/-- The density matrix times the overlap is `C diag(f) Cᴴ S`, with occupation `f i = 1` for
orbitals below `μ` and `f i = 0` for the others. -/
theorem densityMatrix_mul_overlap (C S : Matrix n n ℂ) (E : n → ℝ) (μ : ℝ) :
    densityMatrix C E μ * S = orbitalOp C S (fun i => if E i < μ then 1 else 0) := by
  have h : densityMatrix C E μ
      = C * diagonal (fun i => ((if E i < μ then 1 else 0 : ℝ) : ℂ)) * Cᴴ := by
    ext a b
    rw [densityMatrix, Matrix.sum_apply, Finset.sum_filter, Matrix.mul_apply]
    refine Finset.sum_congr rfl fun i _ => ?_
    rw [mul_diagonal, conjTranspose_apply, vecMulVec_apply]
    split_ifs <;> simp
  rw [h, orbitalOp, Matrix.mul_assoc]
```

Let $f_i=1$ for $E_i<\mu$ and $f_i=0$ otherwise. Comparing entries gives $P=C\,\mathrm{diag}(f)\,C^\dagger$, hence $PS=A(f)$.

```lean
/-- For orthonormal orbitals solving `H C = S C E` and `μ` different from all orbital energies,
the matrix iteration started at `S⁻¹ H - μ` runs the scalar iteration on each `E i - μ`. -/
theorem signIter_eq {C S H : Matrix n n ℂ} {E : n → ℝ} {μ : ℝ} (hC : Cᴴ * S * C = 1)
    (hH : H * C = S * C * diagonal (fun i => (E i : ℂ))) (hμ : ∀ i, E i ≠ μ) (k : ℕ) :
    signIter (S⁻¹ * H - (μ : ℂ) • (1 : Matrix n n ℂ)) k
      = orbitalOp C S (fun i => scalarIter (E i - μ) k) := by
  induction k with
  | zero => exact (start_eq hC hH μ).2
  | succ k ih =>
    have hne : ∀ i, scalarIter (E i - μ) k ≠ 0 := fun i =>
      (scalarIter_tendsto (sub_ne_zero.2 (hμ i))).1 k
    have hd : diagonal (fun i => ((scalarIter (E i - μ) (k + 1) : ℝ) : ℂ))
        = (1 / 2 : ℂ) • (diagonal (fun i => ((scalarIter (E i - μ) k : ℝ) : ℂ))
          + diagonal (fun i => (((scalarIter (E i - μ) k)⁻¹ : ℝ) : ℂ))) := by
      ext i j
      by_cases h : i = j <;> simp [scalarIter, h]
      ring
    simp only [signIter]
    rw [ih, inv_eq_right_inv (orbitalOp_mul_inv hC hne)]
    simp only [orbitalOp]
    rw [hd, Matrix.mul_smul, Matrix.smul_mul, Matrix.mul_add, Matrix.add_mul]
```

Let $x_{i,k}$ be the scalar iterate started at $E_i-\mu$. The claim is $X_k=A(x_{\cdot,k})$, proved by induction on $k$. The case $k=0$ is `start_eq`. For the step, no $x_{i,k}$ vanishes, so $X_k^{-1}=A(1/x_{\cdot,k})$ and

$$X_{k+1}=\tfrac12\left[A(x_{\cdot,k})+A(1/x_{\cdot,k})\right]=A(x_{\cdot,k+1}).$$

## The limit

```lean
/-- Let the orbitals be orthonormal in the overlap metric and solve `H C = S C E`, and let `μ`
differ from all orbital energies. Then every iterate started from `S⁻¹ H - μ` is invertible, and
the iterates converge to `1 - 2 P S` with `P` the density matrix. -/
theorem signIter_tendsto {C S H : Matrix n n ℂ} {E : n → ℝ} {μ : ℝ} (hC : Cᴴ * S * C = 1)
    (hH : H * C = S * C * diagonal (fun i => (E i : ℂ))) (hμ : ∀ i, E i ≠ μ) :
    (∀ k, IsUnit (signIter (S⁻¹ * H - (μ : ℂ) • (1 : Matrix n n ℂ)) k).det) ∧
      Tendsto (signIter (S⁻¹ * H - (μ : ℂ) • (1 : Matrix n n ℂ))) atTop
        (𝓝 (1 - (2 : ℂ) • (densityMatrix C E μ * S))) := by
  constructor
  · intro k
    rw [signIter_eq hC hH hμ k]
    exact isUnit_det_of_right_inverse (orbitalOp_mul_inv hC fun i =>
      (scalarIter_tendsto (sub_ne_zero.2 (hμ i))).1 k)
  -- each orbital converges to -1 (occupied) or +1 (empty)
  have hlim : Tendsto (fun k i => scalarIter (E i - μ) k) atTop
      (𝓝 (fun i => 1 - 2 * (if E i < μ then (1 : ℝ) else 0))) := by
    refine tendsto_pi_nhds.2 fun i => ?_
    have h := (scalarIter_tendsto (sub_ne_zero.2 (hμ i))).2
    have e : (if E i - μ < 0 then (-1 : ℝ) else 1)
        = 1 - 2 * (if E i < μ then (1 : ℝ) else 0) := by
      by_cases hi : E i < μ
      · rw [if_pos (by linarith), if_pos hi]
        norm_num
      · rw [if_neg (by linarith), if_neg hi]
        norm_num
    rw [e] at h
    exact h
  have hc : Continuous (fun d : n → ℝ => orbitalOp C S d) := by
    unfold orbitalOp
    exact (continuous_const.matrix_mul
      (Continuous.matrix_diagonal (by fun_prop))).matrix_mul continuous_const
  have hd : diagonal (fun i => ((1 - 2 * (if E i < μ then (1 : ℝ) else 0) : ℝ) : ℂ))
      = 1 - (2 : ℂ) • diagonal (fun i => ((if E i < μ then 1 else 0 : ℝ) : ℂ)) := by
    ext i j
    by_cases h : i = j
    · subst h
      by_cases hi : E i < μ <;> simp [one_apply, hi]
    · simp [one_apply, h]
  have hL : 1 - (2 : ℂ) • (densityMatrix C E μ * S)
      = orbitalOp C S (fun i => 1 - 2 * (if E i < μ then (1 : ℝ) else 0)) := by
    have hW : C * (Cᴴ * S) = 1 := mul_eq_one_comm.1 hC
    rw [densityMatrix_mul_overlap]
    simp only [orbitalOp]
    rw [hd, Matrix.mul_sub, Matrix.sub_mul, Matrix.mul_smul, Matrix.smul_mul,
      Matrix.mul_one, hW]
  rw [hL, funext (signIter_eq hC hH hμ)]
  exact (hc.tendsto _).comp hlim
```

The hypotheses `hC`, `hH` and `hμ` are orthonormality, the eigenvalue equation and $E_i\ne\mu$ for all $i$. The conclusion has two parts: every $X_k$ is invertible, and $X_k\to1-2PS$.

Invertibility follows from the explicit inverse above. For the limit, $x_{i,k}\to1-2f_i$: occupied orbitals go to $-1$, empty ones to $+1$. This is `hlim`. Since $A(d)$ depends continuously on $d$ (`hc`),

$$X_k\to A(1-2f)=CC^\dagger S-2A(f)=1-2PS.$$

The condition on $\mu$ matters already for one basis function. Take $C=S=1$ and $H=E=\mu$. Then $X_0=0$ has no inverse. Lean assigns the value 0 to the inverse of a singular matrix, so its iterates all stay at 0, whereas $P=0$ and $1-2PS=1$. Both conclusions fail, so $\mu$ may not coincide with an orbital energy.

```lean
/-- Under the same conditions (orthonormal orbitals solving `H C = S C E`, `μ` different from all
orbital energies) the matrices `(1 - X_k) S⁻¹ / 2` converge to the density matrix. -/
theorem densityMatrix_of_signIter {C S H : Matrix n n ℂ} {E : n → ℝ} {μ : ℝ}
    (hC : Cᴴ * S * C = 1) (hH : H * C = S * C * diagonal (fun i => (E i : ℂ)))
    (hμ : ∀ i, E i ≠ μ) :
    Tendsto (fun k => ((1 / 2 : ℂ) •
        (1 - signIter (S⁻¹ * H - (μ : ℂ) • (1 : Matrix n n ℂ)) k)) * S⁻¹) atTop
      (𝓝 (densityMatrix C E μ)) := by
  have h1 : Continuous (fun Y : Matrix n n ℂ => (1 / 2 : ℂ) • (1 - Y)) := by
    refine continuous_matrix fun i j => ?_
    simp only [Matrix.smul_apply, Matrix.sub_apply, smul_eq_mul]
    exact continuous_const.mul (continuous_const.sub (continuous_id.matrix_elem i j))
  have hc : Continuous (fun Y : Matrix n n ℂ => ((1 / 2 : ℂ) • (1 - Y)) * S⁻¹) :=
    h1.matrix_mul continuous_const
  have e : ((1 / 2 : ℂ) • (1 - (1 - (2 : ℂ) • (densityMatrix C E μ * S)))) * S⁻¹
      = densityMatrix C E μ := by
    rw [sub_sub_cancel, smul_smul, show (1 / 2 : ℂ) * 2 = 1 by norm_num, one_smul,
      Matrix.mul_assoc, mul_nonsing_inv S (start_eq hC hH μ).1, Matrix.mul_one]
  have h := (hc.tendsto _).comp (signIter_tendsto hC hH hμ).2
  simp only [e] at h
  exact h
```

The density matrix itself is the limit of $\tfrac12(1-X_k)S^{-1}$. Multiplication by a fixed matrix is continuous, and

$$\tfrac12\left[1-(1-2PS)\right]S^{-1}=PSS^{-1}=P.$$

## Two overlapping basis functions

```lean
/-- Two normalised basis functions with overlap `3/5`, orbital energies `-1` and `1` and `μ = 0`
meet all the hypotheses. -/
theorem signIter_witness :
    let C : Matrix (Fin 2) (Fin 2) ℂ := !![1, -3 / 4; 0, 5 / 4]
    let S : Matrix (Fin 2) (Fin 2) ℂ := !![1, 3 / 5; 3 / 5, 1]
    let H : Matrix (Fin 2) (Fin 2) ℂ := !![-1, -3 / 5; -3 / 5, 7 / 25]
    let E : Fin 2 → ℝ := ![-1, 1]
    Cᴴ * S * C = 1 ∧ H * C = S * C * diagonal (fun i => (E i : ℂ)) ∧ ∀ i, E i ≠ 0 := by
  intro C S H E
  -- the numerals in `C` are real
  have h3 : (starRingEnd ℂ) 3 = 3 := Complex.ext (by simp) (by simp)
  have h4 : (starRingEnd ℂ) 4 = 4 := Complex.ext (by simp) (by simp)
  have h5 : (starRingEnd ℂ) 5 = 5 := Complex.ext (by simp) (by simp)
  refine ⟨?_, ?_, ?_⟩
  · ext i j
    fin_cases i <;> fin_cases j <;>
      simp [C, S, Matrix.mul_apply, Fin.sum_univ_succ, h3, h4, h5] <;> norm_num
  · ext i j
    fin_cases i <;> fin_cases j <;>
      simp [C, S, H, E, Matrix.mul_apply, Fin.sum_univ_succ, diagonal_apply] <;> norm_num
  · intro i
    fin_cases i <;> simp [E]

end

end NonorthogonalSignIteration
```

Two normalised functions with overlap $3/5$, energies $-1$ and $1$, and $\mu=0$ satisfy all the hypotheses. Lean checks the matrix equations entry by entry. Here $E_i-\mu=\pm1$ already, so the iteration starts at its limit:

$$X_0=1-2PS=\begin{pmatrix}-1&-6/5\\0&1\end{pmatrix}.$$

The matrix is not Hermitian, although $H$, $S$ and $P$ are.

```lean
#print axioms NonorthogonalSignIteration.det_start
#print axioms NonorthogonalSignIteration.densityMatrix_of_signIter
```

```
'NonorthogonalSignIteration.det_start' depends on axioms: [propext, Classical.choice, Quot.sound]
'NonorthogonalSignIteration.densityMatrix_of_signIter' depends on axioms: [propext, Classical.choice, Quot.sound]
```
